# The parabolic state in a box: its sine-mode coefficients reproduce the norm and kinetic-energy integrals

I expand ψ(x) = x(L−x) in the sine modes of a hard-walled box with zero potential inside, and I want exact coefficients and exact sums against which a truncated expansion can be checked. With k_n = nπ/L and

c_n = √(2/L) ∫₀ᴸ sin(k_n x) ψ(x) dx, n ≥ 1,

I believe that the even coefficients vanish, that c_n² = 32L⁵/(nπ)⁶ for odd n, and that

Σ c_n² = L⁵/30 = ∫₀ᴸ ψ² dx,
Σ c_n² k_n² = L³/3 = ∫₀ᴸ ψ′² dx.

Can this be derived in full, without simply invoking Parseval, and checked by a proof assistant?

## From one sine integral to both sums

Yes. Take k ≠ 0 and integrate by parts twice. Since ψ vanishes at both walls and ψ′ = L−2x,

∫₀ᴸ sin(kx) ψ dx = (1/k) ∫₀ᴸ cos(kx)(L−2x) dx
= (1/k) [−L sin(kL)/k + 2(1−cos kL)/k²]
= [2(1−cos kL) − kL sin kL]/k³.

For k = k_n we have kL = nπ, so the sine vanishes and the cosine is (−1)ⁿ:

c_n = √(2/L) · 2L³(1−(−1)ⁿ)/(nπ)³.

This is zero for even n. For odd n the bracket is 2, and squaring gives (2/L) · 16L⁶/(nπ)⁶ = 32L⁵/(nπ)⁶.

The sums now need only odd integers. In Σ 1/n⁴ = π⁴/90 the even terms contribute 1/16 of the total, and in Σ 1/n⁶ = π⁶/945 they contribute 1/64. Hence

Σ_odd 1/n⁴ = (15/16) π⁴/90 = π⁴/96,
Σ_odd 1/n⁶ = (63/64) π⁶/945 = π⁶/960.

Therefore

Σ c_n² = (32L⁵/π⁶)(π⁶/960) = L⁵/30,
Σ c_n² k_n² = (32L³/π⁴)(π⁴/96) = L³/3.

The integrals agree by direct calculation:

∫₀ᴸ x²(L−x)² dx = L⁵(1/3 − 1/2 + 1/5) = L⁵/30,
∫₀ᴸ (L−2x)² dx = L³(1 − 2 + 4/3) = L³/3.

The normalised state is √(30/L⁵) ψ, so mode n has weight p_n = 30c_n²/L⁵; in particular p_1 = 960/π⁶ ≈ 0.9986. For a particle of mass m, with E_n = ħ²k_n²/(2m), the mean energy is

Σ p_n E_n = (ħ²/2m)(L³/3)/(L⁵/30) = 5ħ²/(mL²).

It exceeds E₁ by ħ²(10−π²)/(2mL²), which is positive because π² < 10. For this single particle in a one-dimensional box, the exact values provide a check on a truncated sine-basis calculation.

## What the Lean theorems say

`psi`, `waveNumber`, `mode` and `coeff` are ψ, k_n, the normalised sine mode and c_n. The function `psi` is deliberately unnormalised; `weight` divides by its squared norm. All quantities are real, and the walls enter through the interval [0, L] and the choice of sine modes.

`coeff_even` and `coeff_sq_odd` give the two cases for c_n. `spectral_sums` states both series and both integrals for every L > 0. `HasSum` means that the series converges to the stated value; the index n starts at 0, so the terms use mode n+1. `mean_energy` adds that the weights sum to 1, together with the mean energy and its strict excess over E₁, for positive ħ, m and L.

The energy levels are a definition, not derived from a Hamiltonian, and the mean energy is the weighted sum of those levels. The agreement between sums and integrals is established for this one function, not as a general completeness theorem.

The condition L > 0 matters. At L = −1, Lean's real square root of the negative number 2/L is 0, so every `coeff` is 0 and their squares sum to 0, whereas L⁵/30 = −1/30.

```lean
import Mathlib

open Real

namespace ParabolicStateInBox

noncomputable section

/-- The unnormalised parabolic wavefunction `x (L - x)` in a box of width `L`. -/
def psi (L x : ℝ) : ℝ := x * (L - x)

/-- The wave number `n π / L` of the `n`-th box mode. -/
def waveNumber (L : ℝ) (n : ℕ) : ℝ := n * π / L

/-- The `n`-th box mode `√(2/L) sin(n π x / L)`. -/
def mode (L : ℝ) (n : ℕ) (x : ℝ) : ℝ := Real.sqrt (2 / L) * Real.sin (waveNumber L n * x)

/-- The overlap `c_n` of the parabolic wavefunction with the `n`-th mode over `[0, L]`. -/
def coeff (L : ℝ) (n : ℕ) : ℝ := ∫ x in (0 : ℝ)..L, mode L n x * psi L x

/-- The energy level `ħ² k_n² / (2 m)` of the box. -/
def level (hbar m L : ℝ) (n : ℕ) : ℝ := hbar ^ 2 * waveNumber L n ^ 2 / (2 * m)

/-- The weight `c_n² / ∫ ψ²` of the `n`-th mode in the parabolic wavefunction. -/
def weight (L : ℝ) (n : ℕ) : ℝ := coeff L n ^ 2 / ∫ x in (0 : ℝ)..L, psi L x ^ 2

/-- The slope of the parabolic wavefunction is `L - 2 x`. -/
theorem psi_hasDerivAt (L x : ℝ) : HasDerivAt (psi L) (L - 2 * x) x := by
  have h : HasDerivAt (fun y : ℝ => y * (L - y)) (L - 2 * x) x :=
    ((hasDerivAt_id' x).fun_mul ((hasDerivAt_id' x).const_sub L)).congr_deriv
      (by ring1)
  exact h

/-- The integral of `sin(k x) x (L - x)` over `[0, L]` for any wave number `k ≠ 0`. -/
theorem sine_transform (L k : ℝ) (hk : k ≠ 0) :
    ∫ x in (0 : ℝ)..L, Real.sin (k * x) * psi L x
      = (2 * (1 - Real.cos (k * L)) - k * L * Real.sin (k * L)) / k ^ 3 := by
  -- explicit antiderivative, as obtained from two integrations by parts
  have hF : ∀ x : ℝ, HasDerivAt
      (fun y : ℝ => (-(1 / k) * psi L y - 2 / k ^ 3) * Real.cos (k * y)
        + (1 / k ^ 2 * (L - 2 * y)) * Real.sin (k * y))
      (Real.sin (k * x) * psi L x) x := by
    intro x
    have hkx : HasDerivAt (fun y : ℝ => k * y) k x :=
      ((hasDerivAt_id' x).const_mul k).congr_deriv (mul_one k)
    have hs : HasDerivAt (fun y : ℝ => Real.sin (k * y)) (Real.cos (k * x) * k) x := hkx.sin
    have hc : HasDerivAt (fun y : ℝ => Real.cos (k * y)) (-Real.sin (k * x) * k) x := hkx.cos
    have ha : HasDerivAt (fun y : ℝ => -(1 / k) * psi L y - 2 / k ^ 3)
        (-(1 / k) * (L - 2 * x)) x :=
      ((psi_hasDerivAt L x).const_mul (-(1 / k))).sub_const (2 / k ^ 3)
    have hb : HasDerivAt (fun y : ℝ => 1 / k ^ 2 * (L - 2 * y))
        (1 / k ^ 2 * -(2 * 1)) x :=
      (((hasDerivAt_id' x).const_mul (2 : ℝ)).const_sub L).const_mul (1 / k ^ 2)
    exact ((ha.fun_mul hc).fun_add (hb.fun_mul hs)).congr_deriv
      (by field_simp; ring1)
  have hint : IntervalIntegrable (fun x : ℝ => Real.sin (k * x) * psi L x)
      MeasureTheory.volume 0 L := by
    apply Continuous.intervalIntegrable
    unfold psi
    fun_prop
  rw [intervalIntegral.integral_eq_sub_of_hasDerivAt (fun x _ => hF x) hint]
  simp only [psi, mul_zero, sub_self, zero_mul, Real.cos_zero, Real.sin_zero]
  field_simp
  ring1

/-- Closed form of the overlap: `c_n = √(2/L) · 2 L³ (1 - (-1)^n) / (n π)³` for `n ≥ 1`. -/
theorem coeff_eq {L : ℝ} (hL : 0 < L) {n : ℕ} (hn : 1 ≤ n) :
    coeff L n = Real.sqrt (2 / L) * (2 * L ^ 3 * (1 - (-1) ^ n) / (n * π) ^ 3) := by
  have hL' := hL.ne'
  have hn' : (n : ℝ) ≠ 0 := Nat.cast_ne_zero.mpr (by omega)
  have hpi := Real.pi_ne_zero
  have hk : waveNumber L n ≠ 0 := div_ne_zero (mul_ne_zero hn' hpi) hL'
  -- quantisation condition k L = n π
  have hkL : waveNumber L n * L = n * π := by
    unfold waveNumber
    field_simp
  have hc : ∀ m : ℕ, Real.cos (m * π) = (-1) ^ m := by
    intro m
    induction m with
    | zero => simp
    | succ m ih =>
      push_cast
      rw [add_mul, one_mul, Real.cos_add_pi, ih]
      ring
  unfold coeff mode
  simp only [mul_assoc (Real.sqrt (2 / L))]
  rw [intervalIntegral.integral_const_mul, sine_transform L _ hk, hkL, Real.sin_nat_mul_pi,
    hc, mul_zero, sub_zero]
  congr 1
  unfold waveNumber
  field_simp

/-- The overlap with every even mode vanishes. -/
theorem coeff_even {L : ℝ} (hL : 0 < L) {n : ℕ} (hn : 1 ≤ n) (he : Even n) :
    coeff L n = 0 := by
  rw [coeff_eq hL hn, he.neg_one_pow]
  simp

/-- For odd `n` the squared overlap is `32 L⁵ / (n π)⁶`. -/
theorem coeff_sq_odd {L : ℝ} (hL : 0 < L) {n : ℕ} (ho : Odd n) :
    coeff L n ^ 2 = 32 * L ^ 5 / (n * π) ^ 6 := by
  have hn : 1 ≤ n := ho.pos
  have hc : L * L⁻¹ = 1 := mul_inv_cancel₀ hL.ne'
  have hs : Real.sqrt (2 / L) ^ 2 = 2 / L := Real.sq_sqrt (by positivity)
  rw [coeff_eq hL hn, ho.neg_one_pow, mul_pow, hs]
  linear_combination (32 * L ^ 5 / (n * π) ^ 6) * hc

/-- If the terms of a series with sum `Z` scale as `f (2 k) = r f k`, then the odd-index
terms sum to `(1 - r) Z`. -/
theorem odd_part (f : ℕ → ℝ) (r Z : ℝ) (hscale : ∀ k, f (2 * k) = r * f k)
    (h : HasSum f Z) : HasSum (fun k => f (2 * k + 1)) ((1 - r) * Z) := by
  have he : HasSum (fun k => f (2 * k)) (r * Z) := by
    simp only [hscale]
    exact h.mul_left r
  have hinj : Function.Injective (fun k : ℕ => 2 * k + 1) := by
    intro a b hab
    have hab' : 2 * a + 1 = 2 * b + 1 := hab
    omega
  obtain ⟨b, hb⟩ := h.summable.comp_injective hinj
  have hb' : HasSum (fun k => f (2 * k + 1)) b := hb
  have hs : HasSum f (r * Z + b) := HasSum.even_add_odd he hb'
  have hz : Z = r * Z + b := h.unique hs
  have hv : (1 - r) * Z = b := by linear_combination hz
  rw [hv]
  exact hb'

/-- The inverse fourth powers of the positive odd integers sum to `π⁴ / 96`. -/
theorem odd_sum_four :
    HasSum (fun k : ℕ => (1 : ℝ) / (2 * (k : ℝ) + 1) ^ 4) (π ^ 4 / 96) := by
  have h := odd_part (fun n : ℕ => (1 : ℝ) / (n : ℝ) ^ 4) (1 / 16) (π ^ 4 / 90)
    (fun k => by push_cast; ring1) hasSum_zeta_four
  have e : (1 - 1 / 16 : ℝ) * (π ^ 4 / 90) = π ^ 4 / 96 := by ring
  have hf : (fun k : ℕ => (1 : ℝ) / (2 * (k : ℝ) + 1) ^ 4)
      = fun k : ℕ => (1 : ℝ) / ((2 * k + 1 : ℕ) : ℝ) ^ 4 := by
    funext k
    simp
  rw [hf, ← e]
  exact h

/-- The inverse sixth powers of the positive odd integers sum to `π⁶ / 960`. -/
theorem odd_sum_six :
    HasSum (fun k : ℕ => (1 : ℝ) / (2 * (k : ℝ) + 1) ^ 6) (π ^ 6 / 960) := by
  -- the sixth Bernoulli number is 1/42
  have b5 : bernoulli' 5 = 0 := by
    have c2 : Nat.choose 5 2 = 10 := by decide
    have c3 : Nat.choose 5 3 = 10 := by decide
    have c4 : Nat.choose 5 4 = 5 := by decide
    rw [bernoulli'_def]
    norm_num [Finset.sum_range_succ, c2, c3, c4, bernoulli'_zero, bernoulli'_one,
      bernoulli'_two, bernoulli'_three, bernoulli'_four]
  have b6 : bernoulli' 6 = 1 / 42 := by
    have c2 : Nat.choose 6 2 = 15 := by decide
    have c3 : Nat.choose 6 3 = 20 := by decide
    have c4 : Nat.choose 6 4 = 15 := by decide
    have c5 : Nat.choose 6 5 = 6 := by decide
    rw [bernoulli'_def]
    norm_num [Finset.sum_range_succ, c2, c3, c4, c5, b5, bernoulli'_zero, bernoulli'_one,
      bernoulli'_two, bernoulli'_three, bernoulli'_four]
  have hb : bernoulli 6 = 1 / 42 := by
    rw [bernoulli_eq_bernoulli'_of_ne_one (by norm_num)]
    exact b6
  -- the full sum of inverse sixth powers
  have hz : HasSum (fun n : ℕ => (1 : ℝ) / (n : ℝ) ^ 6) (π ^ 6 / 945) := by
    have h := hasSum_zeta_nat (k := 3) (by norm_num)
    rw [show (2 * 3 : ℕ) = 6 from rfl, hb] at h
    have key : ∀ a : ℝ, a = π ^ 6 / 945 →
        HasSum (fun n : ℕ => (1 : ℝ) / (n : ℝ) ^ 6) a →
        HasSum (fun n : ℕ => (1 : ℝ) / (n : ℝ) ^ 6) (π ^ 6 / 945) := by
      intro a e ha
      rwa [e] at ha
    refine key _ ?_ h
    have f6 : Nat.factorial 6 = 720 := rfl
    rw [f6]
    push_cast
    ring1
  have h := odd_part (fun n : ℕ => (1 : ℝ) / (n : ℝ) ^ 6) (1 / 64) (π ^ 6 / 945)
    (fun k => by push_cast; ring1) hz
  have e : (1 - 1 / 64 : ℝ) * (π ^ 6 / 945) = π ^ 6 / 960 := by ring
  have hf : (fun k : ℕ => (1 : ℝ) / (2 * (k : ℝ) + 1) ^ 6)
      = fun k : ℕ => (1 : ℝ) / ((2 * k + 1 : ℕ) : ℝ) ^ 6 := by
    funext k
    simp
  rw [hf, ← e]
  exact h

/-- The integral of `ψ²` over the box is `L⁵ / 30`. -/
theorem norm_integral (L : ℝ) : ∫ x in (0 : ℝ)..L, psi L x ^ 2 = L ^ 5 / 30 := by
  have hF : ∀ x : ℝ, HasDerivAt
      (fun y : ℝ => L ^ 2 / 3 * y ^ 3 - L / 2 * y ^ 4 + 1 / 5 * y ^ 5) (psi L x ^ 2) x :=
    fun x => ((((hasDerivAt_pow 3 x).const_mul (L ^ 2 / 3)).fun_sub
      ((hasDerivAt_pow 4 x).const_mul (L / 2))).fun_add
      ((hasDerivAt_pow 5 x).const_mul (1 / 5 : ℝ))).congr_deriv
      (by unfold psi; ring1)
  have hint : IntervalIntegrable (fun x : ℝ => psi L x ^ 2) MeasureTheory.volume 0 L := by
    apply Continuous.intervalIntegrable
    unfold psi
    fun_prop
  rw [intervalIntegral.integral_eq_sub_of_hasDerivAt (fun x _ => hF x) hint]
  ring1

/-- The integral of the squared slope `ψ'²` over the box is `L³ / 3`. -/
theorem kinetic_integral (L : ℝ) :
    ∫ x in (0 : ℝ)..L, deriv (psi L) x ^ 2 = L ^ 3 / 3 := by
  have hd : ∀ x, deriv (psi L) x = L - 2 * x := fun x => (psi_hasDerivAt L x).deriv
  simp only [hd]
  have hF : ∀ x : ℝ, HasDerivAt
      (fun y : ℝ => L ^ 2 * y - 2 * L * y ^ 2 + 4 / 3 * y ^ 3) ((L - 2 * x) ^ 2) x :=
    fun x => ((((hasDerivAt_id' x).const_mul (L ^ 2)).fun_sub
      ((hasDerivAt_pow 2 x).const_mul (2 * L))).fun_add
      ((hasDerivAt_pow 3 x).const_mul (4 / 3 : ℝ))).congr_deriv
      (by ring1)
  have hint : IntervalIntegrable (fun x : ℝ => (L - 2 * x) ^ 2) MeasureTheory.volume 0 L := by
    apply Continuous.intervalIntegrable
    fun_prop
  rw [intervalIntegral.integral_eq_sub_of_hasDerivAt (fun x _ => hF x) hint]
  ring1

/-- Summed over all modes `n ≥ 1`, `c_n²` gives `L⁵/30`, the value of `∫ ψ²`, and
`c_n² (n π / L)²` gives `L³/3`, the value of `∫ ψ'²`. -/
theorem spectral_sums {L : ℝ} (hL : 0 < L) :
    (HasSum (fun n : ℕ => coeff L (n + 1) ^ 2) (L ^ 5 / 30) ∧
      ∫ x in (0 : ℝ)..L, psi L x ^ 2 = L ^ 5 / 30) ∧
    (HasSum (fun n : ℕ => coeff L (n + 1) ^ 2 * waveNumber L (n + 1) ^ 2) (L ^ 3 / 3) ∧
      ∫ x in (0 : ℝ)..L, deriv (psi L) x ^ 2 = L ^ 3 / 3) := by
  have hL' := hL.ne'
  have hpi := Real.pi_ne_zero
  have hodd : ∀ k : ℕ, Odd (2 * k + 1) := fun k => ⟨k, rfl⟩
  have hzero : ∀ k : ℕ, coeff L (2 * k + 1 + 1) = 0 :=
    fun k => coeff_even hL (by omega) ⟨k + 1, by ring⟩
  refine ⟨⟨?_, norm_integral L⟩, ⟨?_, kinetic_integral L⟩⟩
  · -- odd modes give the sum of inverse sixth powers, even modes give zero
    have h1 : HasSum (fun k : ℕ => coeff L (2 * k + 1) ^ 2) (L ^ 5 / 30) := by
      have h := odd_sum_six.mul_left (32 * L ^ 5 / π ^ 6)
      have aux : ∀ m : ℝ, 32 * L ^ 5 / (m * π) ^ 6 = 32 * L ^ 5 / π ^ 6 * (1 / m ^ 6) := by
        intro m
        ring1
      have hf : (fun k : ℕ => coeff L (2 * k + 1) ^ 2)
          = fun k : ℕ => 32 * L ^ 5 / π ^ 6 * (1 / (2 * (k : ℝ) + 1) ^ 6) := by
        funext k
        rw [coeff_sq_odd hL (hodd k)]
        push_cast
        exact aux _
      have e : 32 * L ^ 5 / π ^ 6 * (π ^ 6 / 960) = L ^ 5 / 30 := by
        have hc : π ^ 6 * (π ^ 6)⁻¹ = 1 := mul_inv_cancel₀ (pow_ne_zero 6 hpi)
        linear_combination (L ^ 5 / 30) * hc
      rw [hf, ← e]
      exact h
    have h2 : HasSum (fun k : ℕ => coeff L (2 * k + 1 + 1) ^ 2) 0 := by
      have hf : (fun k : ℕ => coeff L (2 * k + 1 + 1) ^ 2) = fun _ : ℕ => (0 : ℝ) := by
        funext k
        rw [hzero k]
        simp
      rw [hf]
      exact hasSum_zero
    have hs : HasSum (fun n : ℕ => coeff L (n + 1) ^ 2) (L ^ 5 / 30 + 0) :=
      HasSum.even_add_odd h1 h2
    rwa [add_zero] at hs
  · -- odd modes give the sum of inverse fourth powers, even modes give zero
    have h1 : HasSum (fun k : ℕ => coeff L (2 * k + 1) ^ 2 * waveNumber L (2 * k + 1) ^ 2)
        (L ^ 3 / 3) := by
      have h := odd_sum_four.mul_left (32 * L ^ 3 / π ^ 4)
      have aux : ∀ m : ℝ, m ≠ 0 → 32 * L ^ 5 / (m * π) ^ 6 * (m * π / L) ^ 2
          = 32 * L ^ 3 / π ^ 4 * (1 / m ^ 4) := by
        intro m hm
        have hc : (m * π * L) ^ 2 * ((m * π * L) ^ 2)⁻¹ = 1 :=
          mul_inv_cancel₀ (pow_ne_zero 2 (mul_ne_zero (mul_ne_zero hm hpi) hL'))
        linear_combination (32 * L ^ 3 / π ^ 4 * (1 / m ^ 4)) * hc
      have hf : (fun k : ℕ => coeff L (2 * k + 1) ^ 2 * waveNumber L (2 * k + 1) ^ 2)
          = fun k : ℕ => 32 * L ^ 3 / π ^ 4 * (1 / (2 * (k : ℝ) + 1) ^ 4) := by
        funext k
        have hk : (2 * (k : ℝ) + 1) ≠ 0 := by positivity
        rw [coeff_sq_odd hL (hodd k)]
        unfold waveNumber
        push_cast
        exact aux _ hk
      have e : 32 * L ^ 3 / π ^ 4 * (π ^ 4 / 96) = L ^ 3 / 3 := by
        have hc : π ^ 4 * (π ^ 4)⁻¹ = 1 := mul_inv_cancel₀ (pow_ne_zero 4 hpi)
        linear_combination (L ^ 3 / 3) * hc
      rw [hf, ← e]
      exact h
    have h2 : HasSum
        (fun k : ℕ => coeff L (2 * k + 1 + 1) ^ 2 * waveNumber L (2 * k + 1 + 1) ^ 2) 0 := by
      have hf : (fun k : ℕ => coeff L (2 * k + 1 + 1) ^ 2 * waveNumber L (2 * k + 1 + 1) ^ 2)
          = fun _ : ℕ => (0 : ℝ) := by
        funext k
        rw [hzero k]
        simp
      rw [hf]
      exact hasSum_zero
    have hs : HasSum (fun n : ℕ => coeff L (n + 1) ^ 2 * waveNumber L (n + 1) ^ 2)
        (L ^ 3 / 3 + 0) := HasSum.even_add_odd h1 h2
    rwa [add_zero] at hs

/-- The weights of the modes `n ≥ 1` sum to one, the weighted sum of the energy levels is
`5 ħ² / (m L²)`, and this value lies strictly above the level `E₁`. -/
theorem mean_energy {hbar m L : ℝ} (hh : 0 < hbar) (hm : 0 < m) (hL : 0 < L) :
    HasSum (fun n : ℕ => weight L (n + 1)) 1 ∧
    HasSum (fun n : ℕ => weight L (n + 1) * level hbar m L (n + 1))
      (5 * hbar ^ 2 / (m * L ^ 2)) ∧
    level hbar m L 1 < 5 * hbar ^ 2 / (m * L ^ 2) := by
  obtain ⟨⟨h1, n1⟩, ⟨h2, -⟩⟩ := spectral_sums hL
  have hL' := hL.ne'
  have hw : ∀ n : ℕ, weight L n = coeff L n ^ 2 / (L ^ 5 / 30) := by
    intro n
    unfold weight
    rw [n1]
  refine ⟨?_, ?_, ?_⟩
  · have hN : L ^ 5 / 30 ≠ 0 := by positivity
    have h := h1.div_const (L ^ 5 / 30)
    rw [div_self hN] at h
    simp only [hw]
    exact h
  · have h := h2.mul_left (15 * hbar ^ 2 / (m * L ^ 5))
    have hf : (fun n : ℕ => weight L (n + 1) * level hbar m L (n + 1))
        = fun n : ℕ => 15 * hbar ^ 2 / (m * L ^ 5)
          * (coeff L (n + 1) ^ 2 * waveNumber L (n + 1) ^ 2) := by
      funext n
      rw [hw]
      unfold level
      ring1
    have e : 15 * hbar ^ 2 / (m * L ^ 5) * (L ^ 3 / 3) = 5 * hbar ^ 2 / (m * L ^ 2) := by
      have hc : L ^ 3 * (L ^ 3)⁻¹ = 1 := mul_inv_cancel₀ (pow_ne_zero 3 hL')
      linear_combination (5 * hbar ^ 2 / (m * L ^ 2)) * hc
    rw [hf, ← e]
    exact h
  · -- the excess over E₁ is proportional to 10 - π²
    have hp : 0 < 10 - π ^ 2 := by nlinarith [Real.pi_lt_d2, Real.pi_pos]
    have e : 5 * hbar ^ 2 / (m * L ^ 2) - level hbar m L 1
        = hbar ^ 2 * (10 - π ^ 2) / (2 * m * L ^ 2) := by
      simp only [level, waveNumber, Nat.cast_one, one_mul]
      ring1
    have hpos : 0 < hbar ^ 2 * (10 - π ^ 2) / (2 * m * L ^ 2) :=
      div_pos (mul_pos (by positivity) hp) (by positivity)
    linarith

end

end ParabolicStateInBox
```

```lean
#print axioms ParabolicStateInBox.kinetic_integral
-- 'ParabolicStateInBox.kinetic_integral' depends on axioms: [propext, Classical.choice, Quot.sound]
#print axioms ParabolicStateInBox.mean_energy
-- 'ParabolicStateInBox.mean_energy' depends on axioms: [propext, Classical.choice, Quot.sound]
```

## How the proof follows the calculation

`sine_transform` differentiates the antiderivative produced by the two integrations by parts, then applies the fundamental theorem of calculus. `coeff_eq` inserts kL = nπ, with cos(nπ) = (−1)ⁿ proved by induction, and the even and odd cases follow.

`odd_part` is the subtraction of even terms: if f(2k) = r f(k) and the full sum is Z, the odd terms sum to (1−r)Z. `odd_sum_four` applies it to Mathlib's fourth-power sum. `odd_sum_six` first computes the sixth Bernoulli number, 1/42, to obtain π⁶/945 from Mathlib's general formula.

`norm_integral` and `kinetic_integral` use polynomial antiderivatives. In `spectral_sums`, `HasSum.even_add_odd` splits the shifted index: even indices 2k give the odd modes 2k+1, and odd indices give the even modes 2k+2, which contribute zero. `mean_energy` rescales the two series and writes the excess over E₁ as a positive multiple of 10−π².
